# For a finite real symmetric Hamiltonian and an eigenvector without zeros, auxiliary vectors make the estimator of every diagonal observable constant exactly when the level is nondegenerate

Let $H$ be a real symmetric matrix on a nonempty finite set of configurations, and let $\psi$ be an eigenvector with eigenvalue $E$ that vanishes at no configuration. The eigenspace of $E$ is one-dimensional if and only if every diagonal observable, that is, every real function $O(x)$ of the configuration, admits a vector $\chi$ for which

$$O(x)+\frac{((H-E)\chi)(x)}{\psi(x)}$$

has the same value at all $x$.

The expression comes from variational Monte Carlo. Configurations are drawn with probability $\psi(x)^2/\sum_y\psi(y)^2$, and the average of $O$ over the sample carries a statistical error that, for a given number of independent samples, is set by the fluctuations of $O(x)$. The second term is added to reduce these fluctuations without shifting the average. If the sum is constant, a single configuration already gives the answer. For a finite lattice model with an exactly known eigenstate, the result says when such a correction exists for every observable that is a function of the configuration.

## The estimator and the observables it can flatten

The configurations form a finite type `n`, and observables and wave functions are both functions `n → ℝ`. The wave function may change sign between configurations, but it may not be zero at any of them, so every configuration has a positive sampling probability. It need not be normalised.

In a simulation, $\psi$ is usually a trial function that only approximates an eigenvector. The correction term with a constant $E$ can then have a nonzero average and bias the result. For symmetric $H$, replacing $E$ by the local energy $(H\psi)(x)/\psi(x)$ makes the average under the weight $\psi^2$ zero again, but the theorems below do not treat that estimator.

```lean
import Mathlib

open Matrix

namespace ZeroVarianceObservables

noncomputable section

variable {n : Type*} [Fintype n]
```

The improved estimator is defined by its formula, with `H *ᵥ χ` for the matrix acting on a vector.

```lean
/-- The improved estimator `O(x) + ((H - E)χ)(x) / ψ(x)` of an observable `O`, with auxiliary
vector `χ`, for a wave function `ψ` without zeros. -/
def improvedEstimator (H : Matrix n n ℝ) (E : ℝ) (ψ O χ : n → ℝ) (x : n) : ℝ :=
  O x + ((H *ᵥ χ) x - E * χ x) / ψ x
```

Call an observable flattenable if some $\chi$ makes its estimator constant. If $\chi$ flattens $O$ to the value $c$ and $\eta$ flattens $P$ to the value $d$, then $\chi+\eta$ flattens $O+P$ to $c+d$, and $a\chi$ flattens $aO$ to $ac$. The flattenable observables therefore form a linear space, called `zeroVarianceSpace` in Lean. No probability distribution enters its definition: a constant has zero variance under any sampling.

```lean
/-- The observables that some auxiliary vector turns into a constant estimator; they form a
linear space. The wave function `ψ` is meant to have no zeros. -/
def zeroVarianceSpace (H : Matrix n n ℝ) (E : ℝ) (ψ : n → ℝ) : Submodule ℝ (n → ℝ) where
  carrier := {O | ∃ (χ : n → ℝ) (c : ℝ), ∀ x, improvedEstimator H E ψ O χ x = c}
  add_mem' := by
    rintro O P ⟨χ, c, h⟩ ⟨η, d, k⟩
    refine ⟨χ + η, c + d, fun x => ?_⟩
    rw [← h x, ← k x]
    simp only [improvedEstimator, Matrix.mulVec_add, Pi.add_apply]
    ring
  zero_mem' := ⟨0, 0, fun x => by simp [improvedEstimator]⟩
  smul_mem' := by
    rintro a O ⟨χ, c, h⟩
    refine ⟨a • χ, a * c, fun x => ?_⟩
    rw [← h x]
    simp only [improvedEstimator, Matrix.mulVec_smul, Pi.smul_apply, smul_eq_mul]
    ring
```

## (a) A linear equation for the auxiliary vector

**Task.** Let $\psi$ have no zeros. Show that the estimator equals $c$ at every $x$ if and only if

$$(H-E)\chi=c\,\psi-O\psi,\qquad (O\psi)(x)=O(x)\psi(x).$$

**Solution.** At a fixed $x$, the condition is

$$\frac{((H-E)\chi)(x)}{\psi(x)}=c-O(x).$$

Multiplying by $\psi(x)\neq0$ gives $((H-E)\chi)(x)=c\,\psi(x)-O(x)\psi(x)$, and dividing by $\psi(x)$ leads back. Doing this at every $x$ gives the vector equation.

```lean
/-- For `ψ` without zeros, the improved estimator is constantly `c` exactly when `χ` solves the
linear equation `(H - E)χ = cψ - Oψ`. -/
theorem estimator_const_iff {H : Matrix n n ℝ} {E c : ℝ} {ψ O χ : n → ℝ}
    (hψ : ∀ x, ψ x ≠ 0) :
    (∀ x, improvedEstimator H E ψ O χ x = c) ↔ H *ᵥ χ - E • χ = c • ψ - O * ψ := by
  rw [funext_iff]
  refine forall_congr' fun x => ?_
  simp only [improvedEstimator, Pi.sub_apply, Pi.smul_apply, Pi.mul_apply, smul_eq_mul]
  rw [← eq_sub_iff_add_eq', div_eq_iff (hψ x), sub_mul]
```

In Lean, `O * ψ` is the pointwise product. The proof splits the vector equation into components with `funext_iff`, moves $O(x)$ to the other side, and clears the denominator with `div_eq_iff`. The matrix is arbitrary here, and $\psi$ need not be an eigenvector.

## (b) Orthogonality to the level

**Task.** Let $H$ be symmetric and $H\varphi=E\varphi$. Show that for every $\chi$

$$\sum_x\varphi(x)\,((H-E)\chi)(x)=0.$$

**Solution.** Symmetry lets $H$ act to the left:

$$\varphi\cdot H\chi=(H^{T}\varphi)\cdot\chi=(H\varphi)\cdot\chi=E\,\varphi\cdot\chi .$$

Subtracting $E\,\varphi\cdot\chi$ leaves zero.

```lean
/-- For symmetric `H`, the vector `(H - E)χ` is orthogonal to every solution `φ` of
`Hφ = Eφ`. -/
theorem eigenvector_orthogonal {H : Matrix n n ℝ} (hH : H.IsSymm) {E : ℝ} {φ : n → ℝ}
    (hφ : H *ᵥ φ = E • φ) (χ : n → ℝ) : φ ⬝ᵥ (H *ᵥ χ - E • χ) = 0 := by
  rw [dotProduct_sub, Matrix.dotProduct_mulVec, ← Matrix.mulVec_transpose, hH.eq, hφ,
    smul_dotProduct, dotProduct_smul, sub_self]
```

The dot product is written `⬝ᵥ`, and symmetry is the hypothesis `H.IsSymm`. The rewriting chain transposes the matrix, replaces $H^T$ by $H$ with `hH.eq`, and inserts the eigenvalue equation `hφ`.

For $\varphi=\psi$, the identity says that the correction term has zero average under the weight $\psi^2$. If the estimator is constant, its value must then be the normalised expectation value, $c=\sum_x O(x)\psi(x)^2/\sum_x\psi(x)^2$.

## (c) Counting the flattenable observables

**Task.** Let $N\geq1$ be the number of configurations, $V$ the space of flattenable observables, and $g$ the dimension of the eigenspace of $E$. For symmetric $H$ and an eigenvector $\psi$ without zeros, show that

$$\dim V+g=N+1.$$

**Solution.** Write $A=H-E$, and let $M$ be multiplication by $\psi$, so that $MO=O\psi$. Since $\psi$ has no zeros, $M$ is invertible. By (a), $O$ lies in $V$ exactly when there are $\chi$ and $c$ with

$$MO=A(-\chi)+c\,\psi .$$

As $\chi$ and $c$ vary, the right-hand side runs through all of $\operatorname{range}A+\operatorname{span}\psi$, so $M$ maps $V$ onto this sum.

The two summands meet only in zero. If $A\chi=c\,\psi$, then (b) with $\varphi=\psi$ gives $c\,\psi\cdot\psi=0$, and $\psi\neq0$ forces $c=0$.

The kernel of $A$ is the eigenspace, so rank-nullity gives $\dim\operatorname{range}A=N-g$. An invertible map preserves dimension, and hence

$$\dim V=\dim(MV)=(N-g)+1 .$$

As an example, take $N=2$ and $H=E\,\mathbf 1$, where $\mathbf 1$ is the identity matrix. Then $g=2$ and $\dim V=1$. The correction term vanishes for every $\chi$, and only constant observables are flattenable.

```lean
/-- For symmetric `H` and an eigenvector `ψ` without zeros, the dimension of the space of
zero-variance observables plus the degeneracy of `E` is the number of configurations plus one. -/
theorem finrank_zeroVarianceSpace [DecidableEq n] [Nonempty n] {H : Matrix n n ℝ}
    (hH : H.IsSymm) {E : ℝ} {ψ : n → ℝ} (hψ : ∀ x, ψ x ≠ 0) (hE : H *ᵥ ψ = E • ψ) :
    Module.finrank ℝ (zeroVarianceSpace H E ψ)
      + Module.finrank ℝ (Module.End.eigenspace (Matrix.toLin' H) E) = Fintype.card n + 1 := by
  have hne : ψ ≠ 0 := fun h => hψ (Classical.arbitrary n) (congrFun h _)
  -- the operator `H - E` and the invertible multiplication by `ψ`
  obtain ⟨A, hA⟩ : ∃ A : (n → ℝ) →ₗ[ℝ] (n → ℝ), ∀ χ, A χ = H *ᵥ χ - E • χ :=
    ⟨Matrix.toLin' H - E • LinearMap.id, fun χ => by simp⟩
  obtain ⟨M, hM⟩ : ∃ M : (n → ℝ) ≃ₗ[ℝ] (n → ℝ), ∀ O, M O = O * ψ :=
    ⟨LinearEquiv.piCongrRight fun x => LinearEquiv.smulOfNeZero ℝ ℝ (ψ x) (hψ x),
      fun O => funext fun x => mul_comm (ψ x) (O x)⟩
  have hker : LinearMap.ker A = Module.End.eigenspace (Matrix.toLin' H) E := by
    ext v
    rw [LinearMap.mem_ker, Module.End.mem_eigenspace_iff, hA, sub_eq_zero,
      Matrix.toLin'_apply]
  -- multiplication by `ψ` maps the zero-variance observables onto `range (H - E) + span ψ`
  have hmap : (zeroVarianceSpace H E ψ).map M.toLinearMap
      = LinearMap.range A ⊔ Submodule.span ℝ {ψ} := by
    ext v
    constructor
    · rintro ⟨O, ⟨χ, c, h⟩, rfl⟩
      have h' := (estimator_const_iff hψ).1 h
      refine Submodule.mem_sup.2 ⟨A (-χ), ⟨-χ, rfl⟩, c • ψ,
        Submodule.mem_span_singleton.2 ⟨c, rfl⟩, ?_⟩
      change _ = M O
      rw [hM, map_neg, hA, h']
      abel
    · intro hv
      obtain ⟨_, ⟨χ, rfl⟩, z, hz, rfl⟩ := Submodule.mem_sup.1 hv
      obtain ⟨c, rfl⟩ := Submodule.mem_span_singleton.1 hz
      refine ⟨M.symm (A χ + c • ψ), ⟨-χ, c, (estimator_const_iff hψ).2 ?_⟩,
        M.apply_symm_apply _⟩
      rw [← hM, M.apply_symm_apply, ← hA, map_neg]
      abel
  -- the sum is direct, because `ψ` is orthogonal to the range of `H - E`
  have hinf : LinearMap.range A ⊓ Submodule.span ℝ {ψ} = ⊥ := by
    rw [Submodule.eq_bot_iff]
    rintro v ⟨⟨χ, hχ⟩, hv⟩
    obtain ⟨c, hc⟩ := Submodule.mem_span_singleton.1 hv
    have h0 := eigenvector_orthogonal hH hE χ
    rw [← hA, hχ, ← hc, dotProduct_smul, smul_eq_mul] at h0
    have hc0 : c = 0 :=
      (mul_eq_zero.1 h0).resolve_right fun h => hne (dotProduct_self_eq_zero.1 h)
    rw [← hc, hc0, zero_smul]
  have h1 := Submodule.finrank_sup_add_finrank_inf_eq (LinearMap.range A)
    (Submodule.span ℝ {ψ})
  have h2 := A.finrank_range_add_finrank_ker
  have h3 := finrank_span_singleton (K := ℝ) hne
  have h4 := M.finrank_map_eq (zeroVarianceSpace H E ψ)
  rw [hinf, finrank_bot, ← hmap] at h1
  rw [hker, Module.finrank_fintype_fun_eq_card] at h2
  omega
```

The degeneracy $g$ is the `Module.finrank` of Mathlib's eigenspace of `Matrix.toLin' H`, the linear map belonging to the matrix. The assumption `Nonempty n` supplies $\psi\neq0$; on an empty set the count would read $0=1$.

The steps above appear under their own names: `hker` identifies the kernel of $A$, `hmap` proves that $M$ carries $V$ onto the sum, and `hinf` shows that the intersection is zero. The facts `h1` to `h4` are the dimension formula for a sum of subspaces, rank-nullity, the dimension of the line through $\psi$, and the invariance of dimension under $M$. The tactic `omega` combines these integer equations.

## (d) When every observable can be flattened

**Task.** Under the hypotheses of (c), show that

$$\bigl(\forall O\ \exists\chi,c\ \forall x:\ O(x)+\tfrac{((H-E)\chi)(x)}{\psi(x)}=c\bigr)\iff g=1 .$$

**Solution.** The left side says that $V$ is the whole space of observables, which has dimension $N$. If it is, (c) gives $N+g=N+1$, so $g=1$. Conversely, if $g=1$, then (c) gives $\dim V=N$, and a subspace of full dimension is the whole space.

```lean
/-- For symmetric `H` and an eigenvector `ψ` without zeros, every observable has an auxiliary
vector that makes its improved estimator constant if and only if the level `E` is
nondegenerate. -/
theorem all_zero_variance_iff_nondegenerate [DecidableEq n] [Nonempty n] {H : Matrix n n ℝ}
    (hH : H.IsSymm) {E : ℝ} {ψ : n → ℝ} (hψ : ∀ x, ψ x ≠ 0) (hE : H *ᵥ ψ = E • ψ) :
    (∀ O : n → ℝ, ∃ (χ : n → ℝ) (c : ℝ), ∀ x, improvedEstimator H E ψ O χ x = c) ↔
      Module.finrank ℝ (Module.End.eigenspace (Matrix.toLin' H) E) = 1 := by
  have h := finrank_zeroVarianceSpace hH hψ hE
  constructor
  · intro hall
    have htop : zeroVarianceSpace H E ψ = ⊤ := eq_top_iff.2 fun O _ => hall O
    rw [htop, finrank_top, Module.finrank_fintype_fun_eq_card] at h
    omega
  · intro h1 O
    have htop : zeroVarianceSpace H E ψ = ⊤ :=
      Submodule.eq_top_of_finrank_eq (by rw [Module.finrank_fintype_fun_eq_card]; omega)
    have hO : O ∈ zeroVarianceSpace H E ψ := by
      rw [htop]
      exact Submodule.mem_top
    exact hO
```

The quantifiers in Lean are those of the task: $\chi$ and $c$ may depend on $O$, but not on $x$. In both directions, `htop` is the statement that $V$ is everything. The first direction reads it off from the assumption and computes the degeneracy; the second obtains it from the dimension by `Submodule.eq_top_of_finrank_eq`.

## (e) An observable that resists every auxiliary vector

**Task.** Let $H$ be symmetric, $\psi$ without zeros, and $\varphi\neq0$ with $H\varphi=E\varphi$ and $\varphi\cdot\psi=0$. Show that no $\chi$ and $c$ satisfy

$$\frac{\varphi(x)}{\psi(x)}+\frac{((H-E)\chi)(x)}{\psi(x)}=c\quad\text{for all }x .$$

**Solution.** Suppose that they do. For $O=\varphi/\psi$ the product $O\psi$ is $\varphi$, so (a) gives $(H-E)\chi=c\,\psi-\varphi$. Take the dot product with $\varphi$. The left side vanishes by (b), and therefore

$$0=c\,\varphi\cdot\psi-\varphi\cdot\varphi=-\varphi\cdot\varphi .$$

This forces $\varphi=0$, a contradiction.

```lean
/-- For symmetric `H` and `ψ` without zeros, if `φ` is an eigenvector with eigenvalue `E`
orthogonal to `ψ`, then no auxiliary vector makes the estimator of the observable `φ/ψ`
constant. -/
theorem ratio_not_zero_variance {H : Matrix n n ℝ} (hH : H.IsSymm) {E : ℝ} {ψ φ : n → ℝ}
    (hψ : ∀ x, ψ x ≠ 0) (hφ : H *ᵥ φ = E • φ) (hφ0 : φ ≠ 0) (horth : φ ⬝ᵥ ψ = 0) :
    ¬ ∃ (χ : n → ℝ) (c : ℝ), ∀ x, improvedEstimator H E ψ (fun y => φ y / ψ y) χ x = c := by
  rintro ⟨χ, c, h⟩
  have hmul : (fun y => φ y / ψ y) * ψ = φ := funext fun x => div_mul_cancel₀ (φ x) (hψ x)
  -- project the linear equation for `χ` on `φ`
  have h0 := eigenvector_orthogonal hH hφ χ
  rw [(estimator_const_iff hψ).1 h, hmul, dotProduct_sub, dotProduct_smul, horth,
    smul_zero, zero_sub, neg_eq_zero] at h0
  exact hφ0 (dotProduct_self_eq_zero.1 h0)
```

The theorem does not ask $\psi$ to be an eigenvector. When $\psi$ does belong to a degenerate level, orthogonalising an eigenvector of that level that is not a multiple of $\psi$ against $\psi$ produces a suitable $\varphi$, and so a concrete observable for which the method fails. In the proof, `hmul` is the cancellation $(\varphi/\psi)\psi=\varphi$, and `h0` becomes the projected equation.

## (f) The remaining freedom in the auxiliary vector

**Task.** Under the hypotheses of (c), let $g=1$, and let $\chi$ and $\eta$ both flatten the same observable $O$, to the values $c$ and $d$. Show that for some real $a$

$$\chi-\eta=a\,\psi .$$

**Solution.** By (a), $(H-E)\chi=c\,\psi-O\psi$ and $(H-E)\eta=d\,\psi-O\psi$. Subtracting removes the observable:

$$(H-E)(\chi-\eta)=(c-d)\,\psi .$$

The dot product with $\psi$ and (b) give $0=(c-d)\,\psi\cdot\psi$, hence $c=d$. So $\chi-\eta$ satisfies the eigenvalue equation with eigenvalue $E$. The eigenspace is one-dimensional and contains $\psi\neq0$, so $\chi-\eta$ is a multiple of $\psi$.

```lean
/-- For symmetric `H` and an eigenvector `ψ` without zeros of a nondegenerate level `E`, two
auxiliary vectors that make the estimator of the same observable constant differ by a multiple
of `ψ`. -/
theorem auxiliary_unique [DecidableEq n] [Nonempty n] {H : Matrix n n ℝ}
    (hH : H.IsSymm) {E : ℝ} {ψ : n → ℝ} (hψ : ∀ x, ψ x ≠ 0) (hE : H *ᵥ ψ = E • ψ)
    (hdeg : Module.finrank ℝ (Module.End.eigenspace (Matrix.toLin' H) E) = 1)
    {O χ η : n → ℝ} {c d : ℝ} (hχ : ∀ x, improvedEstimator H E ψ O χ x = c)
    (hη : ∀ x, improvedEstimator H E ψ O η x = d) : ∃ a : ℝ, χ - η = a • ψ := by
  have hne : ψ ≠ 0 := fun h => hψ (Classical.arbitrary n) (congrFun h _)
  have hdiff : H *ᵥ (χ - η) - E • (χ - η) = (c - d) • ψ := by
    have h1 := (estimator_const_iff hψ).1 hχ
    have h2 := (estimator_const_iff hψ).1 hη
    rw [Matrix.mulVec_sub]
    linear_combination (norm := module) h1 - h2
  -- the two constants agree, so the difference is an eigenvector
  have h0 := eigenvector_orthogonal hH hE (χ - η)
  rw [hdiff, dotProduct_smul, smul_eq_mul] at h0
  have hcd : c - d = 0 :=
    (mul_eq_zero.1 h0).resolve_right fun h => hne (dotProduct_self_eq_zero.1 h)
  rw [hcd, zero_smul, sub_eq_zero] at hdiff
  have hmemψ : ψ ∈ Module.End.eigenspace (Matrix.toLin' H) E := by
    rw [Module.End.mem_eigenspace_iff, Matrix.toLin'_apply, hE]
  have hmem : χ - η ∈ Module.End.eigenspace (Matrix.toLin' H) E := by
    rw [Module.End.mem_eigenspace_iff, Matrix.toLin'_apply, hdiff]
  obtain ⟨a, ha⟩ := (finrank_eq_one_iff_of_nonzero'
    (⟨ψ, hmemψ⟩ : Module.End.eigenspace (Matrix.toLin' H) E)
    (fun h => hne (congrArg Subtype.val h))).1 hdeg ⟨χ - η, hmem⟩
  exact ⟨a, (congrArg Subtype.val ha).symm⟩

end

end ZeroVarianceObservables
```

The two constants `c` and `d` enter Lean as independent numbers, and their equality is derived as `hcd`. Before that, `hdiff` is the subtracted equation, obtained by `linear_combination` from the two instances of (a). The last step applies `finrank_eq_one_iff_of_nonzero'`, by which every vector of a one-dimensional space is a multiple of a given nonzero one.

```lean
#print axioms ZeroVarianceObservables.all_zero_variance_iff_nondegenerate
-- 'ZeroVarianceObservables.all_zero_variance_iff_nondegenerate' depends on axioms: [propext, Classical.choice, Quot.sound]
#print axioms ZeroVarianceObservables.ratio_not_zero_variance
-- 'ZeroVarianceObservables.ratio_not_zero_variance' depends on axioms: [propext, Classical.choice, Quot.sound]
#print axioms ZeroVarianceObservables.auxiliary_unique
-- 'ZeroVarianceObservables.auxiliary_unique' depends on axioms: [propext, Classical.choice, Quot.sound]
```
